# The spinor band (1, zⁿ) has Chern number n, and at n = 2 its C2 eigenvalues are trivial

When a band's rotation eigenvalues at the fixed momenta are all trivial, its Chern number need not be zero: it may be a nonzero multiple of the rotation order. The non-interacting two-orbital band below shows this on a momentum plane closed by one point at infinity, not on a lattice Brillouin zone. Here a spinor is a pair of orbital amplitudes, not an electron spin, and the sign of the Chern number follows the convention A = Im⟨u|∂u⟩ for the Berry connection of the normalised state u.

```lean
import Mathlib

open MeasureTheory Filter Topology Matrix
open scoped ComplexConjugate

namespace SpinorChernIndicator

noncomputable section
```

This loads Mathlib and its notation; `conj` is complex conjugation.

## The band, its connection and its curvature

```lean
/-- The unnormalised band state `(1, z^n)` at the point `z` of the plane. -/
def spinor (n : ℕ) (z : ℂ) : Fin 2 → ℂ := ![1, z ^ n]
```

The state at momentum z = k_x + i k_y is a vector with two complex components, numbered 0 and 1:

ψ(z) = (1, zⁿ), normalised: (1, zⁿ)/√(1 + |z|²ⁿ).

Here n is a natural number, so zero is allowed.

```lean
/-- The band state `(w^n, 1)` in the chart around infinity, with coordinate `w = 1/z`. -/
def spinorInf (n : ℕ) (w : ℂ) : Fin 2 → ℂ := ![w ^ n, 1]
```

Near infinity the coordinate is w = 1/z, and w = 0 is the point at infinity.

```lean
/-- The point of the plane with polar coordinates `r` and `θ`. -/
def polar (r θ : ℝ) : ℂ := r * Complex.exp (θ * Complex.I)
```

This is z = r e^(iθ), with real r and θ.

```lean
/-- The Berry connection `Im⟨ψ, ∂ψ⟩ / ⟨ψ, ψ⟩` along a differentiable one-parameter family of
nonzero spinors. -/
def berryConnection (ψ : ℝ → Fin 2 → ℂ) (t : ℝ) : ℝ :=
  (∑ i, conj (ψ t i) * deriv (fun s => ψ s i) t).im / ∑ i, Complex.normSq (ψ t i)
```

For a family ψ(t),

A = Im⟨ψ, ∂ψ⟩ / ⟨ψ, ψ⟩.

Normalising ψ changes only the real part of the quotient, so A is the connection of the normalised state. The convention A = i⟨u|∂u⟩ reverses its sign, and that of the Chern number.

```lean
/-- The angular component of the Berry connection of the band `(1, z^n)`. -/
def angularConnection (n : ℕ) (r θ : ℝ) : ℝ :=
  berryConnection (fun t => spinor n (polar r t)) θ
```

A_θ varies the angle at fixed r.

```lean
/-- The radial component of the Berry connection of the band `(1, z^n)`. -/
def radialConnection (n : ℕ) (r θ : ℝ) : ℝ :=
  berryConnection (fun s => spinor n (polar s θ)) r
```

A_r varies the radius at fixed θ.

```lean
/-- The Berry curvature `∂_r A_θ - ∂_θ A_r` in polar coordinates. -/
def berryCurvature (n : ℕ) (r θ : ℝ) : ℝ :=
  deriv (fun s => angularConnection n s θ) r - deriv (fun t => radialConnection n r t) θ
```

The curvature is F = ∂_r A_θ − ∂_θ A_r. The polar area factor r is already included.

```lean
/-- The Chern number: the Berry curvature integrated over the plane, divided by `2π`. -/
def chernNumber (n : ℕ) : ℝ :=
  1 / (2 * Real.pi) *
    ∫ θ in (0 : ℝ)..(2 * Real.pi), ∫ r in Set.Ioi (0 : ℝ), berryCurvature n r θ
```

C = (1/2π) ∫₀^2π dθ ∫₀^∞ dr F.

`Set.Ioi 0` is the half-line r > 0.

```lean
/-- The matrix `diag(1, ω^n)` acting on the two orbitals. -/
def rotation (n : ℕ) (ω : ℂ) : Matrix (Fin 2) (Fin 2) ℂ := !![1, 0; 0, ω ^ n]
```

A rotation z → ωz will act on the orbitals by diag(1, ωⁿ).

## From the connection to the Chern number

```lean
/-- For a differentiable family `(1, f)` the Berry connection is
`Im(conj f * f') / (1 + |f|^2)`. -/
theorem berryConnection_chart {f : ℝ → ℂ} {f' : ℂ} {t : ℝ} (h : HasDerivAt f f' t) :
    berryConnection (fun s => ![1, f s]) t
      = (conj (f t) * f').im / (1 + Complex.normSq (f t)) := by
  simp [berryConnection, Fin.sum_univ_two, h.deriv]
```

For ψ = (1, f), the constant component contributes nothing to the derivative:

A = Im(f* f′) / (1 + |f|²).

The hypothesis `HasDerivAt f f' t` says that f has derivative f′ at t. `simp` expands the two-term sums.

```lean
/-- The angular Berry connection of `(1, z^n)` is `n r^(2n) / (1 + r^(2n))`. -/
theorem angularConnection_eq (n : ℕ) (r θ : ℝ) :
    angularConnection n r θ = n * r ^ (2 * n) / (1 + r ^ (2 * n)) := by
  have h0 : HasDerivAt (fun t : ℝ => (t : ℂ)) 1 θ := by
    simpa using (hasDerivAt_id θ).ofReal_comp
  -- the second component winds n times: its angular derivative is i n z^n
  have key : HasDerivAt (fun t : ℝ => ((r : ℂ) * Complex.exp (t * Complex.I)) ^ n)
      (n * Complex.I * ((r : ℂ) * Complex.exp (θ * Complex.I)) ^ n) θ := by
    have h := (((h0.mul_const Complex.I).const_mul (n : ℂ)).cexp).const_mul ((r : ℂ) ^ n)
    simp only [mul_pow, ← Complex.exp_nat_mul]
    exact h.congr_deriv (by ring)
  have him (w : ℂ) : (conj w * (n * Complex.I * w)).im = n * Complex.normSq w := by
    simp only [Complex.mul_im, Complex.mul_re, Complex.conj_re, Complex.conj_im, Complex.I_re,
      Complex.I_im, Complex.natCast_re, Complex.natCast_im, Complex.normSq_apply]
    ring
  have hsq : Complex.normSq (((r : ℂ) * Complex.exp (θ * Complex.I)) ^ n) = r ^ (2 * n) := by
    rw [map_pow, map_mul, Complex.normSq_ofReal, Complex.normSq_eq_norm_sq,
      Complex.norm_exp_ofReal_mul_I, pow_mul]
    congr 1
    ring
  refine (berryConnection_chart key).trans ?_
  rw [him, hsq]
```

With f = rⁿ e^(inθ), we have ∂_θ f = i n f, so Im(f* ∂_θ f) = n|f|² = n r²ⁿ and

A_θ = n r²ⁿ / (1 + r²ⁿ).

In the proof, `key` is the derivative, `him` the imaginary part and `hsq` the squared modulus. A_θ is n times the normalised weight on the second orbital.

```lean
/-- The radial Berry connection of `(1, z^n)` vanishes. -/
theorem radialConnection_eq (n : ℕ) (r θ : ℝ) : radialConnection n r θ = 0 := by
  have h0 : HasDerivAt (fun t : ℝ => (t : ℂ)) 1 r := by
    simpa using (hasDerivAt_id r).ofReal_comp
  have key : HasDerivAt (fun s : ℝ => ((s : ℂ) * Complex.exp (θ * Complex.I)) ^ n)
      (n * (r : ℂ) ^ (n - 1) * Complex.exp (θ * Complex.I) ^ n) r := by
    simp only [mul_pow]
    exact ((h0.fun_pow n).mul_const _).congr_deriv (by ring)
  -- for real a and b, the product conj(a w) * (b w) is real
  have him (w : ℂ) (a b : ℝ) : (conj ((a : ℂ) * w) * ((b : ℂ) * w)).im = 0 := by
    simp only [map_mul, Complex.conj_ofReal, Complex.mul_im, Complex.mul_re, Complex.ofReal_re,
      Complex.ofReal_im, Complex.conj_re, Complex.conj_im]
    ring
  have h := him (Complex.exp (θ * Complex.I) ^ n) (r ^ n) (n * r ^ (n - 1))
  push_cast at h
  refine (berryConnection_chart key).trans ?_
  rw [mul_pow, h, zero_div]
```

Radially only the modulus of f changes. Both f and ∂_r f are real multiples of e^(inθ), so f* ∂_r f is real and A_r = 0.

```lean
/-- The function `n r^(2n) / (1 + r^(2n))` has the radial derivative
`2 n^2 r^(2n-1) / (1 + r^(2n))^2`. -/
theorem hasDerivAt_angular (n : ℕ) (r : ℝ) :
    HasDerivAt (fun s : ℝ => n * s ^ (2 * n) / (1 + s ^ (2 * n)))
      (2 * n ^ 2 * r ^ (2 * n - 1) / (1 + r ^ (2 * n)) ^ 2) r := by
  have hp := hasDerivAt_pow (2 * n) r
  have h0 : 0 ≤ r ^ (2 * n) := by rw [pow_mul]; positivity
  have hd : 1 + r ^ (2 * n) ≠ 0 := by linarith
  refine ((hp.const_mul (n : ℝ)).fun_div (hp.const_add 1) hd).congr_deriv ?_
  push_cast
  congr 1
  ring
```

The quotient rule gives the numerator

2n² r²ⁿ⁻¹ (1 + r²ⁿ) − n r²ⁿ · 2n r²ⁿ⁻¹ = 2n² r²ⁿ⁻¹,

over (1 + r²ⁿ)². `hd` shows that the denominator is nonzero, and `ring` does the algebra. For n = 0 both the function and its derivative vanish.

```lean
/-- Along every ray the Berry curvature of `(1, z^n)` integrates to `n`. -/
theorem radial_flux (n : ℕ) (θ : ℝ) :
    ∫ r in Set.Ioi (0 : ℝ), berryCurvature n r θ = n := by
  have hF (r : ℝ) : berryCurvature n r θ
      = 2 * n ^ 2 * r ^ (2 * n - 1) / (1 + r ^ (2 * n)) ^ 2 := by
    simp only [berryCurvature, angularConnection_eq, radialConnection_eq, deriv_const, sub_zero]
    exact (hasDerivAt_angular n r).deriv
  -- the connection tends to n far from the origin
  have hlim : Tendsto (fun s : ℝ => n * s ^ (2 * n) / (1 + s ^ (2 * n))) atTop (𝓝 (n : ℝ)) := by
    rcases eq_or_ne n 0 with rfl | hn
    · simp
    have h : Tendsto (fun s : ℝ => 1 + s ^ (2 * n)) atTop atTop :=
      tendsto_atTop_add_const_left _ 1 (tendsto_pow_atTop (by omega))
    have h2 : Tendsto (fun s : ℝ => (n : ℝ) - n * (1 + s ^ (2 * n))⁻¹) atTop
        (𝓝 ((n : ℝ) - n * 0)) :=
      tendsto_const_nhds.sub ((tendsto_inv_atTop_zero.comp h).const_mul _)
    rw [mul_zero, sub_zero] at h2
    refine h2.congr (fun s => ?_)
    have h0 : 0 ≤ s ^ (2 * n) := by rw [pow_mul]; positivity
    have hd : 1 + s ^ (2 * n) ≠ 0 := by linarith
    rw [eq_div_iff hd, sub_mul, mul_assoc, inv_mul_cancel₀ hd]
    ring
  -- and it vanishes at the origin
  have hzero : (n : ℝ) * 0 ^ (2 * n) / (1 + 0 ^ (2 * n)) = 0 := by
    rcases eq_or_ne n 0 with rfl | hn
    · simp
    · simp [hn]
  simp only [hF]
  refine (integral_Ioi_of_hasDerivAt_of_nonneg' (fun x _ => hasDerivAt_angular n x)
    (fun x hx => ?_) hlim).trans ?_
  · have hx' : (0 : ℝ) < x := hx
    positivity
  · rw [hzero, sub_zero]
```

Since A_r = 0, F is the derivative just found (`hF`). Writing A_θ = n − n/(1 + r²ⁿ) gives the limit n at infinity (`hlim`), and A_θ = 0 at the origin (`hzero`). Hence

∫₀^∞ F dr = n − 0 = n.

The integration theorem also needs F ≥ 0 for r > 0, which `positivity` supplies.

```lean
/-- The band `(1, z^n)` has Chern number `n`. -/
theorem chernNumber_eq (n : ℕ) : chernNumber n = n := by
  have hpi := Real.pi_ne_zero
  simp only [chernNumber, radial_flux, intervalIntegral.integral_const, smul_eq_mul, sub_zero]
  field_simp
```

The angular integral gives C = (1/2π) · 2π · n = n.

A common numerical method multiplies the overlaps ⟨u_j|u_(j+1)⟩ anticlockwise around each small momentum plaquette, sums the phases of these products and divides by 2π. For n ≥ 1, cutting this band off at radius R should give n R²ⁿ/(1 + R²ⁿ) as the grid is refined, which tests both the sign and the cutoff.

## What the rotation eigenvalues see

```lean
/-- For `n ≥ 1`, a matrix carries the state at `z` to the state at `ω z` for every `z` exactly
when it is `diag(1, ω^n)`. -/
theorem covariant_iff {n : ℕ} (hn : n ≠ 0) (ω : ℂ) (U : Matrix (Fin 2) (Fin 2) ℂ) :
    (∀ z, U *ᵥ spinor n z = spinor n (ω * z)) ↔ U = rotation n ω := by
  constructor
  · intro h
    -- the points z = 0 and z = 1 already fix all four entries
    have a0 : U 0 0 = 1 := by
      simpa [spinor, Matrix.mulVec, dotProduct, Fin.sum_univ_two, hn] using congrFun (h 0) 0
    have a1 : U 1 0 = 0 := by
      simpa [spinor, Matrix.mulVec, dotProduct, Fin.sum_univ_two, hn] using congrFun (h 0) 1
    have b0 : U 0 0 + U 0 1 = 1 := by
      simpa [spinor, Matrix.mulVec, dotProduct, Fin.sum_univ_two] using congrFun (h 1) 0
    have b1 : U 1 0 + U 1 1 = ω ^ n := by
      simpa [spinor, Matrix.mulVec, dotProduct, Fin.sum_univ_two] using congrFun (h 1) 1
    have c0 : U 0 1 = 0 := by linear_combination b0 - a0
    have c1 : U 1 1 = ω ^ n := by linear_combination b1 - a1
    ext i j
    fin_cases i <;> fin_cases j <;> simp [rotation, a0, a1, c0, c1]
  · rintro rfl z
    ext i
    fin_cases i <;>
      simp [rotation, spinor, Matrix.mulVec, dotProduct, Fin.sum_univ_two, mul_pow]
```

Let n ≥ 1 and require Uψ(z) = ψ(ωz) for all z. At z = 0, U(1, 0) = (1, 0) fixes the first column. At z = 1, U(1, 1) = (1, ωⁿ) then fixes the second as (0, ωⁿ). Conversely, (ωz)ⁿ = ωⁿ zⁿ. The condition fixes the overall phase of U as well.

```lean
/-- The two charts describe the same band away from the origin, and `diag(1, ω^n)` has
eigenvalue `1` on the state at the origin and `ω^n` on the state at infinity. -/
theorem fixed_point_eigenvalues (n : ℕ) (ω : ℂ) :
    (∀ z : ℂ, z ≠ 0 → spinor n z = z ^ n • spinorInf n z⁻¹) ∧
    rotation n ω *ᵥ spinor n 0 = spinor n 0 ∧
    rotation n ω *ᵥ spinorInf n 0 = ω ^ n • spinorInf n 0 := by
  refine ⟨fun z hz => ?_, ?_, ?_⟩
  · ext i
    fin_cases i <;> simp [spinor, spinorInf, hz]
  all_goals
    rcases eq_or_ne n 0 with rfl | hn
    · ext i
      fin_cases i <;>
        simp [rotation, spinor, spinorInf, Matrix.mulVec, dotProduct, Fin.sum_univ_two]
    · ext i
      fin_cases i <;>
        simp [rotation, spinor, spinorInf, Matrix.mulVec, dotProduct, Fin.sum_univ_two, hn]
```

For z ≠ 0, (1, zⁿ) = zⁿ (wⁿ, 1), so both charts describe the same state up to a factor. For n ≥ 1 the states at the origin and infinity are (1, 0) and (0, 1), with eigenvalues 1 and ωⁿ. For n = 0 both are (1, 1), and the matrix is the identity.

```lean
/-- For a primitive `m`-th root of unity `ω`, the eigenvalue `ω^n` equals one exactly when the
Chern number is a multiple of `m`. -/
theorem trivial_eigenvalue_iff {m : ℕ} {ω : ℂ} (hω : IsPrimitiveRoot ω m) (n : ℕ) :
    ω ^ n = 1 ↔ ∃ k : ℕ, chernNumber n = m * k := by
  rw [hω.pow_eq_one_iff_dvd, chernNumber_eq]
  constructor
  · rintro ⟨k, hk⟩
    exact ⟨k, by exact_mod_cast hk⟩
  · rintro ⟨k, hk⟩
    exact ⟨k, by exact_mod_cast hk⟩
```

For an m-fold rotation take ω = e^(2πi/m), a primitive m-th root of unity. Then ωⁿ = 1 exactly when m divides n, and n is the Chern number by `chernNumber_eq`.

```lean
/-- The band `(1, z^2)` is unchanged by `z → -z` and its twofold rotation matrix is the identity,
while its Chern number is two. -/
theorem trivial_C2_with_chern_two :
    (∀ z, spinor 2 (-z) = spinor 2 z) ∧ rotation 2 (-1) = 1 ∧ chernNumber 2 = 2 := by
  refine ⟨fun z => by simp [spinor], ?_, by simpa using chernNumber_eq 2⟩
  ext i j
  fin_cases i <;> fin_cases j <;> simp [rotation]

end

end SpinorChernIndicator
```

For C2, ω = −1. With n = 2, (−z)² = z² and diag(1, (−1)²) is the identity, written `1` in Lean. Both eigenvalues are trivial, while C = 2.

```lean
#print axioms SpinorChernIndicator.covariant_iff
#print axioms SpinorChernIndicator.fixed_point_eigenvalues
#print axioms SpinorChernIndicator.trivial_eigenvalue_iff
#print axioms SpinorChernIndicator.trivial_C2_with_chern_two
```

```
'SpinorChernIndicator.covariant_iff' depends on axioms: [propext, Classical.choice, Quot.sound]
'SpinorChernIndicator.fixed_point_eigenvalues' depends on axioms: [propext, Classical.choice, Quot.sound]
'SpinorChernIndicator.trivial_eigenvalue_iff' depends on axioms: [propext, Classical.choice, Quot.sound]
'SpinorChernIndicator.trivial_C2_with_chern_two' depends on axioms: [propext, Classical.choice, Quot.sound]
```
